# Bohr-Sommerfeld levels with equal quantum number differ by at most the maximum difference of their continuous potentials

A semiclassical code often replaces a potential by a spline, a table or a fit. The error of that replacement is known as an error in the potential, but the code reports energies. Without a bound that connects the two, a fit accurate to 1 meV gives no guaranteed accuracy for the levels. First-order perturbation theory estimates the shift for small changes, but leaves the remainder uncontrolled.

## The bound

Let a particle of mass $m>0$ move on the interval $[a,b]$, $a<b$, in a continuous potential $V$. Its loop action at energy $E$ is

$$J_V(E)=2\int_a^b\sqrt{2m\,\max(E-V(x),0)}\,dx .$$

The integrand is the classical momentum, set to zero where motion is forbidden. An energy $E$ is a level with quantum number $n=0,1,2,\dots$ if

$$J_V(E)=2\pi\hbar\left(n+\tfrac12\right),\qquad \hbar>0 .$$

Let $V_1,V_2$ be continuous on $[a,b]$ with $|V_1(x)-V_2(x)|\le d$ at every point, and let $E_1,E_2$ be levels of $V_1,V_2$ with the same $n$. Then

$$|E_1-E_2|\le d .$$

The prefactor is one, whatever the values of $m$, $\hbar$, $n$ and the length of the interval.

## How a code can use it

For one particle in one dimension, the bound turns a uniform interpolation error on $[a,b]$ into an error bar on the Bohr-Sommerfeld levels. If the potential extends beyond $[a,b]$, the interval must contain the turning points of the well in both potentials at the energies compared; otherwise $J_V$ leaves out part of the action. The interpolation error must be bounded on the whole interval; agreement at the grid nodes is not enough, because a spline can deviate between them.

The bound also gives a regression test. Solve for the same $n$ in two potentials and compare the energies. If the computed values lie within $\eta_1$ and $\eta_2$ of the exact solutions, the triangle inequality allows a difference of at most $d+\eta_1+\eta_2$. A larger difference means that some input to the estimate is wrong: the quantum numbers may not match, $d$ may be underestimated, or the quadrature or root finder may be less accurate than assumed.

## Derivation by comparing momenta

Write $p_i(x)=\sqrt{2m\max(E_i-V_i(x),0)}$ and $J_i=2\int_a^b p_i\,dx$ for $i=1,2$.

**An allowed point exists.** Since $n+\tfrac12>0$, the action $J_1$ is positive. If $V_1(x)\ge E_1$ held everywhere, $p_1$ would vanish and $J_1$ would be zero. So there is a point $c$ with $V_1(c)<E_1$.

**One direction.** Suppose that $E_1>E_2+d$. From $V_1\le V_2+d$ it follows that

$$E_1-V_1(x)\ \ge\ E_1-d-V_2(x)\ >\ E_2-V_2(x)$$

for all $x$ in $[a,b]$, and hence $p_1\ge p_2$ everywhere. At $c$ the number $E_1-V_1(c)$ exceeds both $0$ and $E_2-V_2(c)$, so $p_1(c)>p_2(c)$. Both momenta are continuous, so the strict inequality persists on a piece of the interval of positive length, and $J_1>J_2$. But both actions equal $2\pi\hbar(n+\tfrac12)$. This contradiction gives $E_1\le E_2+d$.

The allowed point matters because at a point forbidden in both wells the two momenta are zero, however much the energies differ.

**The other direction.** The hypothesis also gives $V_2\le V_1+d$. Exchanging the wells yields $E_2\le E_1+d$, and together the two inequalities are the bound. With $V_1=V_2$ and $d=0$ it says that a potential has at most one level for each $n$.

**When the shift is exactly $d$.** Assume only $V_1\le V_2+d$. Then $E_1-E_2=d$ exactly when $V_1-V_2=d$ at every point with $V_1(x)<E_1$.

- If $E_1-E_2=d$, then $(E_1-V_1)-(E_2-V_2)=d-(V_1-V_2)\ge0$. Strict inequality at an allowed point would again force $J_1>J_2$.
- Conversely, suppose that the potentials differ by $d$ throughout the allowed region. There, $E_1-d-V_2=E_1-V_1$. Elsewhere $V_2\ge V_1-d\ge E_1-d$, so both momenta vanish. Thus $E_1-d$ is a level of $V_2$ with quantum number $n$, and uniqueness gives $E_2=E_1-d$.

**Refined potentials.** Let continuous potentials $W_k$ converge uniformly to $V$, with levels $e_k$ and $E$ at fixed $n$. For any $\varepsilon>0$, eventually $|W_k-V|\le\varepsilon/2$ on $[a,b]$, so $|e_k-E|\le\varepsilon/2<\varepsilon$. Hence $e_k\to E$.

**A flat box.** For $V=0$ the momentum is a constant $p$, and the condition reads $2(b-a)p=2\pi\hbar(n+\tfrac12)$. Therefore

$$E=\frac{p^2}{2m}=\frac1{2m}\left(\frac{\pi\hbar(n+\frac12)}{b-a}\right)^2 .$$

If the floor is rippled with $|V|\le d$, any level with the same $n$ lies within $d$ of this value.

## The Lean file

```lean
import Mathlib

open Set Filter Topology

namespace BohrSommerfeldStability

noncomputable section

/-- The loop action at energy `E` in the potential `V`, summed over all allowed parts of `[a, b]`:
twice the integral of the classical momentum, which is set to zero in forbidden regions. -/
def loopAction (m a b : ℝ) (V : ℝ → ℝ) (E : ℝ) : ℝ :=
  2 * ∫ x in a..b, Real.sqrt (2 * m * max (E - V x) 0)

/-- `E` satisfies the Bohr-Sommerfeld condition with quantum number `n`. -/
def IsLevel (m hbar a b : ℝ) (V : ℝ → ℝ) (n : ℕ) (E : ℝ) : Prop :=
  loopAction m a b V E = 2 * Real.pi * hbar * ((n : ℝ) + 1 / 2)

variable {m hbar a b d E E₁ E₂ : ℝ} {V V₁ V₂ : ℝ → ℝ} {n : ℕ}

/-- The classical momentum is continuous in position when the potential is. -/
lemma continuousOn_momentum (hV : ContinuousOn V (Icc a b)) :
    ContinuousOn (fun x => Real.sqrt (2 * m * max (E - V x) 0)) (Icc a b) := by
  have hc : Continuous (fun t : ℝ => Real.sqrt (2 * m * max (E - t) 0)) := by fun_prop
  exact hc.comp_continuousOn hV

/-- If `E₁ - V₁` is nowhere smaller than `E₂ - V₂` on `[a, b]`, and is larger at some classically
allowed point, then the first well has the larger action. -/
theorem loopAction_lt (hm : 0 < m) (hab : a < b)
    (hV₁ : ContinuousOn V₁ (Icc a b)) (hV₂ : ContinuousOn V₂ (Icc a b))
    (hle : ∀ x ∈ Icc a b, E₂ - V₂ x ≤ E₁ - V₁ x)
    (hlt : ∃ x ∈ Icc a b, V₁ x < E₁ ∧ E₂ - V₂ x < E₁ - V₁ x) :
    loopAction m a b V₂ E₂ < loopAction m a b V₁ E₁ := by
  have h2m : 0 < 2 * m := by positivity
  have key : (∫ x in a..b, Real.sqrt (2 * m * max (E₂ - V₂ x) 0)) <
      ∫ x in a..b, Real.sqrt (2 * m * max (E₁ - V₁ x) 0) := by
    apply intervalIntegral.integral_lt_integral_of_continuousOn_of_le_of_exists_lt hab
      (continuousOn_momentum hV₂) (continuousOn_momentum hV₁)
    · intro x hx
      exact Real.sqrt_le_sqrt (mul_le_mul_of_nonneg_left
        (max_le_max (hle x (Ioc_subset_Icc_self hx)) le_rfl) h2m.le)
    · obtain ⟨c, hc, hallowed, hc'⟩ := hlt
      refine ⟨c, hc, Real.sqrt_lt_sqrt (mul_nonneg h2m.le (le_max_right _ _)) ?_⟩
      exact mul_lt_mul_of_pos_left
        (lt_max_of_lt_left (max_lt hc' (sub_pos.mpr hallowed))) h2m
  unfold loopAction
  linarith

/-- If the loop action is positive, some point of `[a, b]` is classically allowed. -/
theorem exists_allowed (hab : a < b) (hpos : 0 < loopAction m a b V E) :
    ∃ x ∈ Icc a b, V x < E := by
  by_contra hno
  push Not at hno
  have hzero : (∫ x in a..b, Real.sqrt (2 * m * max (E - V x) 0)) = ∫ _x in a..b, (0 : ℝ) := by
    apply intervalIntegral.integral_congr
    intro x hx
    rw [uIcc_of_le hab.le] at hx
    have hmax : max (E - V x) 0 = 0 := max_eq_right (by linarith [hno x hx])
    simp [hmax]
  unfold loopAction at hpos
  rw [hzero] at hpos
  simp at hpos

/-- If the first potential exceeds the second by at most `d`, and its positive action is at most
that of the second, then its energy exceeds the second energy by at most `d`. -/
theorem energy_le_of_potential_le (hm : 0 < m) (hab : a < b)
    (hV₁ : ContinuousOn V₁ (Icc a b)) (hV₂ : ContinuousOn V₂ (Icc a b))
    (hV : ∀ x ∈ Icc a b, V₁ x ≤ V₂ x + d)
    (hpos : 0 < loopAction m a b V₁ E₁)
    (hJ : loopAction m a b V₁ E₁ ≤ loopAction m a b V₂ E₂) :
    E₁ ≤ E₂ + d := by
  by_contra hE
  have hE' : E₂ + d < E₁ := lt_of_not_ge hE
  -- `E₁ - V₁` would exceed `E₂ - V₂` everywhere; with an allowed point this gives more action
  obtain ⟨c, hc, hallowed⟩ := exists_allowed hab hpos
  have hlt := loopAction_lt hm hab hV₁ hV₂ (E₁ := E₁) (E₂ := E₂)
    (fun x hx => by linarith [hV x hx]) ⟨c, hc, hallowed, by linarith [hV c hc]⟩
  linarith

/-- The action of a Bohr-Sommerfeld level is positive. -/
lemma IsLevel.action_pos (hh : 0 < hbar) (h : IsLevel m hbar a b V n E) :
    0 < loopAction m a b V E := by
  unfold IsLevel at h
  rw [h]
  have := Real.pi_pos
  positivity

/-- **Bohr-Sommerfeld level stability.** If two potentials differ by at most `d` everywhere,
their levels with the same quantum number differ by at most `d`. -/
theorem level_stability (hm : 0 < m) (hh : 0 < hbar) (hab : a < b)
    (hV₁ : ContinuousOn V₁ (Icc a b)) (hV₂ : ContinuousOn V₂ (Icc a b))
    (hV : ∀ x ∈ Icc a b, |V₁ x - V₂ x| ≤ d)
    (h₁ : IsLevel m hbar a b V₁ n E₁) (h₂ : IsLevel m hbar a b V₂ n E₂) :
    |E₁ - E₂| ≤ d := by
  have hJ : loopAction m a b V₁ E₁ = loopAction m a b V₂ E₂ := Eq.trans h₁ (Eq.symm h₂)
  have h12 : E₁ ≤ E₂ + d := energy_le_of_potential_le hm hab hV₁ hV₂
    (fun x hx => by linarith [(abs_le.mp (hV x hx)).2]) (h₁.action_pos hh) hJ.le
  have h21 : E₂ ≤ E₁ + d := energy_le_of_potential_le hm hab hV₂ hV₁
    (fun x hx => by linarith [(abs_le.mp (hV x hx)).1]) (h₂.action_pos hh) hJ.ge
  exact abs_le.mpr ⟨by linarith, by linarith⟩

/-- When the first potential exceeds the second by at most `d`, `E₁ - E₂` equals `d` exactly if `V₁
- V₂` equals `d` throughout the classically allowed region of the first well. -/
theorem level_shift_eq_iff (hm : 0 < m) (hh : 0 < hbar) (hab : a < b)
    (hV₁ : ContinuousOn V₁ (Icc a b)) (hV₂ : ContinuousOn V₂ (Icc a b))
    (hV : ∀ x ∈ Icc a b, V₁ x ≤ V₂ x + d)
    (h₁ : IsLevel m hbar a b V₁ n E₁) (h₂ : IsLevel m hbar a b V₂ n E₂) :
    E₁ - E₂ = d ↔ ∀ x ∈ Icc a b, V₁ x < E₁ → V₁ x - V₂ x = d := by
  constructor
  · intro hE x hx hallowed
    by_contra hne
    have hlt : V₁ x - V₂ x < d := lt_of_le_of_ne (by linarith [hV x hx]) hne
    have hJ := loopAction_lt hm hab hV₁ hV₂ (E₁ := E₁) (E₂ := E₂)
      (fun y hy => by linarith [hV y hy]) ⟨x, hx, hallowed, by linarith⟩
    unfold IsLevel at h₁ h₂
    linarith
  · intro hall
    -- the energy `E₁ - d` has the right action in the second well
    have h₃ : IsLevel m hbar a b V₂ n (E₁ - d) := by
      unfold IsLevel at h₁ ⊢
      rw [← h₁]
      unfold loopAction
      congr 1
      apply intervalIntegral.integral_congr
      intro x hx
      rw [uIcc_of_le hab.le] at hx
      have hmax : max (E₁ - d - V₂ x) 0 = max (E₁ - V₁ x) 0 := by
        by_cases hx' : V₁ x < E₁
        · congr 1
          linarith [hall x hx hx']
        · have hx'' : E₁ ≤ V₁ x := le_of_not_gt hx'
          rw [max_eq_right (by linarith [hV x hx]), max_eq_right (by linarith)]
      simp only [hmax]
    have h0 := abs_le.mp (level_stability (d := 0) hm hh hab hV₂ hV₂ (by simp) h₃ h₂)
    linarith [h0.1, h0.2]

/-- If potentials converge uniformly on `[a, b]`, their levels with fixed quantum number converge
to the level of the limiting potential. -/
theorem level_tendsto {W : ℕ → ℝ → ℝ} {e : ℕ → ℝ} (hm : 0 < m) (hh : 0 < hbar) (hab : a < b)
    (hW : ∀ k, ContinuousOn (W k) (Icc a b)) (hV : ContinuousOn V (Icc a b))
    (hlim : TendstoUniformlyOn W V atTop (Icc a b))
    (he : ∀ k, IsLevel m hbar a b (W k) n (e k)) (hE : IsLevel m hbar a b V n E) :
    Tendsto e atTop (𝓝 E) := by
  rw [Metric.tendsto_nhds]
  intro ε hε
  filter_upwards [Metric.tendstoUniformlyOn_iff.mp hlim (ε / 2) (half_pos hε)] with k hk
  have hd : |e k - E| ≤ ε / 2 := level_stability hm hh hab (hW k) hV
    (fun x hx => by
      have := hk x hx
      rw [dist_comm, Real.dist_eq] at this
      exact this.le) (he k) hE
  rw [Real.dist_eq]
  linarith

/-- The closed-form energy below is a Bohr-Sommerfeld level with quantum number `n` of a flat box of
length `b - a`. -/
theorem box_level_witness (hm : 0 < m) (hh : 0 < hbar) (hab : a < b) (n : ℕ) :
    IsLevel m hbar a b (fun _ => 0) n
      ((Real.pi * hbar * ((n : ℝ) + 1 / 2) / (b - a)) ^ 2 / (2 * m)) := by
  have hL : 0 < b - a := sub_pos.mpr hab
  have hpi := Real.pi_pos
  -- the momentum is constant along the box
  obtain ⟨p, hp⟩ : ∃ p, p = Real.pi * hbar * ((n : ℝ) + 1 / 2) / (b - a) := ⟨_, rfl⟩
  have hp0 : 0 ≤ p := by rw [hp]; positivity
  have hsq : 2 * m * max (p ^ 2 / (2 * m) - 0) 0 = p ^ 2 := by
    rw [sub_zero, max_eq_left (by positivity)]
    field_simp
  have hpL : (b - a) * p = Real.pi * hbar * ((n : ℝ) + 1 / 2) := by
    rw [hp]
    exact mul_div_cancel₀ _ hL.ne'
  rw [← hp]
  unfold IsLevel loopAction
  simp only [hsq, Real.sqrt_sq hp0, intervalIntegral.integral_const, smul_eq_mul]
  linear_combination 2 * hpL

/-- In a box whose floor is rippled by at most `d`, each level lies within `d` of the flat-box
level with the same quantum number. -/
theorem rippled_box_level (hm : 0 < m) (hh : 0 < hbar) (hab : a < b)
    (hV : ContinuousOn V (Icc a b)) (hd : ∀ x ∈ Icc a b, |V x| ≤ d)
    (hE : IsLevel m hbar a b V n E) :
    |E - (Real.pi * hbar * ((n : ℝ) + 1 / 2) / (b - a)) ^ 2 / (2 * m)| ≤ d :=
  level_stability hm hh hab hV continuousOn_const
    (fun x hx => by simpa using hd x hx) hE (box_level_witness hm hh hab n)

end

end BohrSommerfeldStability
```

```lean
#print axioms BohrSommerfeldStability.level_stability
#print axioms BohrSommerfeldStability.level_shift_eq_iff
#print axioms BohrSommerfeldStability.level_tendsto
#print axioms BohrSommerfeldStability.rippled_box_level
```

```
'BohrSommerfeldStability.level_stability' depends on axioms: [propext, Classical.choice, Quot.sound]
'BohrSommerfeldStability.level_shift_eq_iff' depends on axioms: [propext, Classical.choice, Quot.sound]
'BohrSommerfeldStability.level_tendsto' depends on axioms: [propext, Classical.choice, Quot.sound]
'BohrSommerfeldStability.rippled_box_level' depends on axioms: [propext, Classical.choice, Quot.sound]
```

## From the Lean statement to a computed spectrum

`loopAction m a b V E` is $J_V(E)$, and `IsLevel m hbar a b V n E` is the quantisation condition. The potential is a function on all of `ℝ`, but only its values on the closed interval `Icc a b` enter. In `level_stability` both wells share the same `m`, `hbar`, `a`, `b` and `n`; the hypotheses `h₁` and `h₂` say that `E₁` and `E₂` solve the condition.

The proof follows the derivation:

- `continuousOn_momentum` supplies the continuity of the momentum, and `loopAction_lt` turns a pointwise comparison that is strict at one allowed point into a strict comparison of actions.
- `exists_allowed` finds the allowed point, and `IsLevel.action_pos` provides the positive action that it needs.
- `energy_le_of_potential_le` is the one-sided argument by contradiction. Besides the one-sided bound $V_1\le V_2+d$, it uses that the first action is positive and no larger than the second; the two actions need not be equal.
- `level_stability` applies it twice, using the two halves of the absolute-value bound.
- `level_shift_eq_iff` treats the equality case. Its converse part checks that the two integrands agree, with a case split between allowed and forbidden points, and then calls `level_stability` with `d := 0` for uniqueness.
- `level_tendsto` is the $\varepsilon/2$ argument. `box_level_witness` verifies the flat-box formula, and `rippled_box_level` compares a rippled box with it.

The existence of a level is a hypothesis, except for the flat box, where a solution is given. The energies are exact real solutions of the condition: quadrature, root-finding and rounding errors have to be added separately, as in the test above.

The theorem compares Bohr-Sommerfeld energies with each other. It does not bound their distance from eigenvalues of the Schrödinger equation, so a small $d$ says nothing about the semiclassical error itself.

The term $\tfrac12$ is postulated. Physically it stands for the phase lost at two smooth turning points, a quarter of a cycle at each. At hard walls the phase is different, and the flat-box formula here is therefore not the exact quantum spectrum of a particle between impenetrable walls, which has $n+1$ in place of $n+\tfrac12$.

The integral runs over every allowed part of $[a,b]$. If a barrier splits the allowed region in two, `loopAction` adds the actions of both wells, whereas a code that quantises each well separately uses a different condition. To apply the bound to one well, use the same interval for both potentials, and choose it so that for each potential, at its own level energy, it contains the whole allowed region of that well and no part of another.
